# Mean Neumann–Ulam score obeys u_{n+1} = b + A u_n when the walk allows every jump where A is nonzero

The Neumann–Ulam method samples the iteration u_{n+1} = b + A u_n by random walks on a finite set of states, with jumps drawn from a transition matrix Q. A walk of n steps scores the sum of W_k b(X_k) over k ≤ n, where W_k is the product of the ratios A/Q along its first k jumps. `mean_score_succ` states that the mean score u_n(i) of walks started at i satisfies u_{n+1}(i) = b_i + ∑_j A_ij u_n(j), for real A and b, provided Q is stochastic and A_ij = 0 wherever Q_ij = 0. The attempt splits the score at the first jump, averages over the rest of the walk using the fact that path probabilities sum to one, and then cancels Q_ij against the denominator of A_ij/Q_ij.

An attempt in Lean 4 with a fault in it:

```lean
import Mathlib

open Matrix Filter Topology

namespace NeumannUlam

noncomputable section

variable {ι : Type*}

/-- The trajectory that starts at `i` and then visits the `n` states listed in `ω`;
after step `n` it stays where it is. -/
def traj : (n : ℕ) → ι → (Fin n → ι) → ℕ → ι
  | 0, i, _, _ => i
  | _ + 1, i, _, 0 => i
  | n + 1, _, ω, k + 1 => traj n (ω 0) (Fin.tail ω) k

/-- The trajectory that is at `i` first and then follows `X`. -/
def prepend (i : ι) (X : ℕ → ι) : ℕ → ι
  | 0 => i
  | k + 1 => X k

/-- The probability of the first `n` jumps of `X` under the transition matrix `Q`. -/
def pathProb (Q : Matrix ι ι ℝ) (n : ℕ) (X : ℕ → ι) : ℝ :=
  ∏ k ∈ Finset.range n, Q (X k) (X (k + 1))

/-- The weight `W_k`: the product of the first `k` ratios `A / Q` along the trajectory. -/
def weight (A Q : Matrix ι ι ℝ) (k : ℕ) (X : ℕ → ι) : ℝ :=
  ∏ j ∈ Finset.range k, A (X j) (X (j + 1)) / Q (X j) (X (j + 1))

/-- The Neumann-Ulam score of a trajectory: the sum of `W_k b(X_k)` over `k ≤ n`. -/
def score (A Q : Matrix ι ι ℝ) (b : ι → ℝ) (n : ℕ) (X : ℕ → ι) : ℝ :=
  ∑ k ∈ Finset.range (n + 1), weight A Q k X * b (X k)

variable [Fintype ι]

/-- The expectation of `F` over all `n`-step paths of the `Q`-chain started at `i`. -/
def pathMean (Q : Matrix ι ι ℝ) (n : ℕ) (i : ι) (F : (ℕ → ι) → ℝ) : ℝ :=
  ∑ ω : Fin n → ι, pathProb Q n (traj n i ω) * F (traj n i ω)

/-- A transition matrix: nonnegative entries, and every row sums to one. -/
def IsStochastic (Q : Matrix ι ι ℝ) : Prop :=
  (∀ i j, 0 ≤ Q i j) ∧ ∀ i, ∑ j, Q i j = 1

omit [Fintype ι] in
/-- Every trajectory begins at its starting state. -/
theorem traj_zero (n : ℕ) (i : ι) (ω : Fin n → ι) : traj n i ω 0 = i := by
  cases n <;> rfl

/-- Markov property: an expectation over `n + 1` steps is the average, over the first jump,
of expectations over the remaining `n` steps. -/
theorem pathMean_succ (Q : Matrix ι ι ℝ) (n : ℕ) (i : ι) (F : (ℕ → ι) → ℝ) :
    pathMean Q (n + 1) i F
      = ∑ j, Q i j * pathMean Q n j (fun X => F (prepend i X)) := by
  unfold pathMean
  -- split a path into its first new state and the rest
  let e : ι × (Fin n → ι) ≃ (Fin (n + 1) → ι) := Fin.consEquiv (fun _ => ι)
  rw [← e.sum_comp, Fintype.sum_prod_type]
  refine Finset.sum_congr rfl fun j _ => ?_
  rw [Finset.mul_sum]
  refine Finset.sum_congr rfl fun ω _ => ?_
  have h : traj (n + 1) i (e (j, ω)) = prepend i (traj n j ω) := by
    funext k
    cases k <;> rfl
  have hp : pathProb Q (n + 1) (prepend i (traj n j ω))
      = Q i (traj n j ω 0) * pathProb Q n (traj n j ω) := by
    rw [pathProb, Finset.prod_range_succ', mul_comm]
    rfl
  rw [h, hp, traj_zero, mul_assoc]

/-- The probabilities of all `n`-step paths from a given state sum to one. -/
theorem pathMean_one {Q : Matrix ι ι ℝ} (hQ : IsStochastic Q) (n : ℕ) (i : ι) :
    pathMean Q n i (fun _ => 1) = 1 := by
  induction n generalizing i with
  | zero => simp [pathMean, pathProb]
  | succ n ih =>
    rw [pathMean_succ]
    simp only [ih, mul_one]
    exact hQ.2 i

/-- The mean score obeys the update rule `u_{n+1} = b + A u_n`, provided `Q` allows every
jump for which `A` has a nonzero entry. -/
theorem mean_score_succ {A Q : Matrix ι ι ℝ} (hQ : IsStochastic Q)
    (hs : ∀ i j, Q i j = 0 → A i j = 0) (b : ι → ℝ) (n : ℕ) (i : ι) :
    pathMean Q (n + 1) i (score A Q b (n + 1))
      = b i + ∑ j, A i j * pathMean Q n j (score A Q b n) := by
  -- the score splits at the first jump
  have hscore : ∀ X : ℕ → ι, score A Q b (n + 1) (prepend i X)
      = b i + A i (X 0) / Q i (X 0) * score A Q b n X := by
    intro X
    have hw : ∀ k, weight A Q (k + 1) (prepend i X)
        = A i (X 0) / Q i (X 0) * weight A Q k X := by
      intro k
      rw [weight, Finset.prod_range_succ', mul_comm]
      rfl
    have h0 : weight A Q 0 (prepend i X) * b (prepend i X 0) = b i := by
      simp [weight, prepend]
    rw [score, Finset.sum_range_succ', h0, add_comm, score, Finset.mul_sum]
    congr 1
    refine Finset.sum_congr rfl fun k _ => ?_
    rw [hw k, mul_assoc]
    rfl
  have hmean : ∀ j, pathMean Q n j (fun X => score A Q b (n + 1) (prepend i X))
      = b i + A i j / Q i j * pathMean Q n j (score A Q b n) := by
    intro j
    have h1 : b i = b i * pathMean Q n j (fun _ => 1) := by
      rw [pathMean_one hQ, mul_one]
    rw [h1]
    unfold pathMean
    rw [Finset.mul_sum, Finset.mul_sum, ← Finset.sum_add_distrib]
    refine Finset.sum_congr rfl fun ω _ => ?_
    rw [hscore, traj_zero]
    ring
  rw [pathMean_succ]
  -- the transition probability cancels the denominator of the ratio
  have hterm : ∀ j, Q i j * pathMean Q n j (fun X => score A Q b (n + 1) (prepend i X))
      = Q i j * b i + A i j * pathMean Q n j (score A Q b n) := by
    intro j
    have key : Q i j * (A i j / Q i j) = A i j := by
      by_cases hz : Q i j = 0
      · simp [hz, hs i j hz]
      · field_simp
    rw [hmean j]
    linear_combination pathMean Q n j (score A Q b n) * key
  rw [Finset.sum_congr rfl fun j _ => hterm j, Finset.sum_add_distrib,
    ← Finset.sum_mul, hQ.2 i, one_mul]

end

end NeumannUlam
```

Lean reports:

```
Main.lean:112:8: error: Tactic `rewrite` failed: Did not find an occurrence of the pattern
  score A Q b (n + 1) (prepend i ?X)
in the target expression
  pathProb Q n (traj n j ω) * (fun X => score A Q b (n + 1) (prepend i X)) (traj n j ω) =
    b i * (pathProb Q n (traj n j ω) * (fun x => 1) (traj n j ω)) +
      A i j / Q i j * (pathProb Q n (traj n j ω) * score A Q b n (traj n j ω))

ι : Type u_1
inst✝ : Fintype ι
A Q : Matrix ι ι ℝ
hQ : IsStochastic Q
hs : ∀ (i j : ι), Q i j = 0 → A i j = 0
b : ι → ℝ
n : ℕ
i : ι
hscore : ∀ (X : ℕ → ι), score A Q b (n + 1) (prepend i X) = b i + A i (X 0) / Q i (X 0) * score A Q b n X
j : ι
h1 : b i = b i * pathMean Q n j fun x => 1
ω : Fin n → ι
x✝ : ω ∈ Finset.univ
⊢ pathProb Q n (traj n j ω) * (fun X => score A Q b (n + 1) (prepend i X)) (traj n j ω) =
    b i * (pathProb Q n (traj n j ω) * (fun x => 1) (traj n j ω)) +
      A i j / Q i j * (pathProb Q n (traj n j ω) * score A Q b n (traj n j ω))

Note: The target expression is not type-correct under the `implicit` transparency level, which may have triggered the failure. This is usually caused by unfolding of semireducible definitions in prior tactic steps. Use `set_option linter.tacticCheckInstances true` to investigate the source of the issue.
Full error:
  function expected
    A i
```

Diagnosis. The error says that `rw [hscore, traj_zero]` finds nothing matching the left side of `hscore`. The goal does contain `score A Q b (n + 1) (prepend i X)`, but inside `fun X => …`, a function applied to `traj n j ω` and not yet evaluated. There `X` is a bound variable, and `rw` cannot choose it as the value of `?X`.

The added `beta_reduce` carries out the application, leaving `score A Q b (n + 1) (prepend i (traj n j ω))`. Now `hscore` matches with `traj n j ω` for `X`, and the rest of the proof goes through as written.

The message also notes that the goal is not type-correct at `implicit` transparency, with "function expected" at `A i`: an entry `A i j` treats a matrix as a function, which Lean sees only by unfolding `Matrix`. The note offers this as a possible cause, but it is not what blocked the rewrite here: `beta_reduce` leaves such entries as they are, and the rewrite then succeeds.

Fix (accepted with no message):

```diff
@@ -110,4 +110,5 @@
     rw [Finset.mul_sum, Finset.mul_sum, ← Finset.sum_add_distrib]
     refine Finset.sum_congr rfl fun ω _ => ?_
+    beta_reduce
     rw [hscore, traj_zero]
     ring
```
